# In an exact Lanczos relation, non-orthogonality enters the projected subdiagonal quadratically

When Lanczos vectors lose their orthogonality, the tridiagonal matrix $T$ built from the recurrence coefficients is in general no longer the projection of $A$ onto the space they span. Its eigenvalues then need not be Ritz values, and the recurrence alone does not say how far its entries are from those of the true projection. The problems below compare the two matrices below the diagonal. For a finite real symmetric Hamiltonian and unit vectors that satisfy a Lanczos recurrence exactly, they show how overlaps between the vectors affect the off-diagonal couplings of the projected Hamiltonian when $T$ is held fixed.

## Matrices, shapes and the recurrence

Let $A$ be a real symmetric matrix on a finite basis, indexed in Lean by `n`. The $k+1$ Lanczos vectors $v_0,\dots,v_k$ are the columns of $V$, numbered from zero by `Fin (k + 1)`. Write $V=NR$, where $N$ has orthonormal columns $n_0,\dots,n_k$ and $R$ is upper triangular. For $i<j$, the entry $R_{ij}=n_i^{\mathsf T}v_j$ is the overlap of $v_j$ with an earlier orthonormalised direction. The projection to be studied is $H=N^{\mathsf T}AN$, written `Nᵀ * A * N`.

```lean
import Mathlib

open Matrix

namespace LanczosSemiorthogonal
```

Three predicates describe the shapes. An upper triangular matrix vanishes below the diagonal, and an upper Hessenberg matrix vanishes below the first subdiagonal. A tridiagonal matrix has nonzero entries only on the diagonal and next to it.

```lean
/-- All entries below the diagonal vanish. -/
def UpperTriangular {m : ℕ} (R : Matrix (Fin m) (Fin m) ℝ) : Prop :=
  ∀ i j, j < i → R i j = 0

/-- All entries below the first subdiagonal vanish. -/
def UpperHessenberg {m : ℕ} (T : Matrix (Fin m) (Fin m) ℝ) : Prop :=
  ∀ i j, j.val + 1 < i.val → T i j = 0

/-- Only the diagonal and its two neighbours may be nonzero. -/
def Tridiagonal {m : ℕ} (H : Matrix (Fin m) (Fin m) ℝ) : Prop :=
  ∀ i j, (j.val + 1 < i.val ∨ i.val + 1 < j.val) → H i j = 0
```

The recurrence is $AV=VT+\beta\,q\,e_k^{\mathsf T}$, where $e_k$ is the last unit vector, $q$ a vector and $\beta$ a real number. In Lean, `vecMulVec` forms the outer product and `Pi.single (Fin.last k) 1` is $e_k$. Neither normalisation of $q$ nor its orthogonality to the columns of $V$ is required.

```lean
/-- The Lanczos relation `A V = V T + β q eᵀ`, with `e` the last unit vector. -/
def LanczosRelation {n : Type*} [Fintype n] {k : ℕ} (A : Matrix n n ℝ)
    (V : Matrix n (Fin (k + 1)) ℝ) (T : Matrix (Fin (k + 1)) (Fin (k + 1)) ℝ)
    (β : ℝ) (q : n → ℝ) : Prop :=
  A * V = V * T + β • vecMulVec q (Pi.single (Fin.last k) 1 : Fin (k + 1) → ℝ)
```

The relation has no term for the rounding error committed in each step, so this is a simplified model of lost orthogonality and not a full floating-point analysis. In this model the overlaps are tied to the choice of coefficients. If the vectors have unit length, $T$ is symmetric and tridiagonal with nonzero subdiagonal, and $T_{jj}=v_j^{\mathsf T}Av_j$ for $j<k$, as in the usual algorithm, then the exact relation forces the vectors to be orthogonal. Non-orthogonal unit vectors can satisfy it only with a $T$ that violates one of these conditions. The factorisation $V=NR$ is supplied as a hypothesis.

## (a) Projecting the recurrence

**Task.** Show that for every row $i$ and every column $c\ne k$,
$$(HR)_{ic}=(RT)_{ic}.$$

**Solution.** The residual has entries $\beta q_l(e_k)_c$, which vanish for $c\ne k$. In such a column, therefore, $(AV)_{lc}=(VT)_{lc}$ for all $l$. Multiply by $N^{\mathsf T}$ from the left. One side becomes
$$N^{\mathsf T}AV=N^{\mathsf T}ANR=HR,$$
and the other becomes
$$N^{\mathsf T}VT=N^{\mathsf T}NRT=RT.$$

In the proof, `h` removes the residual entry by entry, while `h1` and `h2` are the two matrix identities. The hypothesis `hN` expresses orthonormality as $N^{\mathsf T}N=1$. Symmetry of $A$ plays no part yet.

```lean
variable {n : Type*} [Fintype n] {k : ℕ} {A : Matrix n n ℝ}
  {V N : Matrix n (Fin (k + 1)) ℝ} {T R H : Matrix (Fin (k + 1)) (Fin (k + 1)) ℝ}
  {β : ℝ} {q : n → ℝ}

/-- For a Lanczos relation with `V = N R` and orthonormal columns of `N`, the matrices
`(Nᵀ A N) R` and `R T` agree in every column but the last. -/
theorem projected_relation (hL : LanczosRelation A V T β q) (hV : V = N * R)
    (hN : Nᵀ * N = 1) (i : Fin (k + 1)) {c : Fin (k + 1)} (hc : c ≠ Fin.last k) :
    (Nᵀ * A * N * R) i c = (R * T) i c := by
  unfold LanczosRelation at hL
  have h : ∀ l, (A * V) l c = (V * T) l c := fun l => by
    rw [hL, Matrix.add_apply, Matrix.smul_apply, vecMulVec_apply,
      Pi.single_eq_of_ne hc, mul_zero, smul_zero, add_zero]
  have h1 : Nᵀ * A * N * R = Nᵀ * (A * V) := by rw [hV]; simp only [Matrix.mul_assoc]
  have h2 : R * T = Nᵀ * (V * T) := by
    rw [hV, Matrix.mul_assoc N, ← Matrix.mul_assoc Nᵀ, hN, Matrix.one_mul]
  rw [h1, h2, Matrix.mul_apply, Matrix.mul_apply]
  exact Finset.sum_congr rfl (fun l _ => by rw [h l])
```

## (b) Entries below the diagonal

**Task.** Let $R$ be upper triangular with $R_{jj}\ne0$ for $j<k$, and let $T$ be upper Hessenberg. Suppose that $HR$ and $RT$ agree below the diagonal. Show that for $c<i$,
$$H_{ic}R_{cc}=R_{ii}T_{ic}.$$

**Solution.** Use strong induction on the column $c$. Since $R$ is upper triangular,
$$(HR)_{ic}=\sum_{l<c}H_{il}R_{lc}+H_{ic}R_{cc}.$$
For $l<c<i$, the induction hypothesis gives $H_{il}R_{ll}=R_{ii}T_{il}$. Here $l+1<i$, so $T_{il}=0$. As $R_{ll}\ne0$, it follows that $H_{il}=0$, and only $H_{ic}R_{cc}$ survives.

On the other side, triangularity leaves
$$(RT)_{ic}=R_{ii}T_{ic}+\sum_{l>i}R_{il}T_{lc}.$$
For $l>i>c$ we have $l>c+1$, so $T_{lc}=0$. Equating the two surviving terms gives the claim.

The lemma is stated for any square matrix `H`, not only for a projection. Its steps `hl` and `hr` reduce the two sums to one term each through `Finset.sum_eq_single`, and `omega` supplies the index inequalities.

```lean
/-- If `H R` and `R T` agree below the diagonal, `R` is upper triangular with nonzero diagonal
(the last entry is free) and `T` is upper Hessenberg, then `H i c * R c c = R i i * T i c`
below the diagonal. -/
theorem lower_entries (hR : UpperTriangular R) (hT : UpperHessenberg T)
    (hd : ∀ j, j < Fin.last k → R j j ≠ 0)
    (h : ∀ i c, c < i → (H * R) i c = (R * T) i c) (c i : Fin (k + 1)) (hci : c < i) :
    H i c * R c c = R i i * T i c := by
  have key : ∀ m : ℕ, ∀ c i : Fin (k + 1), c.val = m → c < i →
      H i c * R c c = R i i * T i c := by
    intro m
    induction m using Nat.strong_induction_on with
    | _ m ih =>
      intro c i hm hci
      have hci' : c.val < i.val := hci
      -- earlier columns of H have already been shown to vanish in row i
      have hl : (H * R) i c = H i c * R c c := by
        rw [Matrix.mul_apply]
        refine Finset.sum_eq_single c (fun l _ hlc => ?_)
          (fun hc => absurd (Finset.mem_univ c) hc)
        rcases lt_or_gt_of_ne hlc with h1 | h1
        · have h1' : l.val < c.val := h1
          have h2 := ih l.val (by omega) l i rfl (h1.trans hci)
          rw [hT i l (by omega), mul_zero] at h2
          have h3 : H i l = 0 := (mul_eq_zero.mp h2).resolve_right
            (hd l (lt_of_lt_of_le h1 (Fin.le_last c)))
          rw [h3, zero_mul]
        · rw [hR l c h1, mul_zero]
      -- the two triangular shapes leave one term of R T
      have hr : (R * T) i c = R i i * T i c := by
        rw [Matrix.mul_apply]
        refine Finset.sum_eq_single i (fun l _ hli => ?_)
          (fun hc => absurd (Finset.mem_univ i) hc)
        rcases lt_or_gt_of_ne hli with h1 | h1
        · rw [hR i l h1, zero_mul]
        · have h1' : i.val < l.val := h1
          rw [hT l c (by omega), mul_zero]
      rw [← hl, ← hr]
      exact h i c hci
  exact key c.val c i rfl hci
```

## (c) The shape and subdiagonal of the projection

**Task.** For symmetric $A$, and with the hypotheses on $V,N,R,T$ from (a) and (b), show that $H$ is tridiagonal and that for $0\le j<k$,
$$H_{j+1,j}=\frac{T_{j+1,j}R_{j+1,j+1}}{R_{jj}}.$$

**Solution.** An entry below the diagonal has $c<i\le k$, so its column is not the last one. Part (a) therefore supplies the agreement needed in (b). If $c+1<i$, then $T_{ic}=0$, so $H_{ic}R_{cc}=0$ and $H_{ic}=0$. If $i=j+1$ and $c=j$, division by $R_{jj}\ne0$ gives the formula. Finally,
$$H^{\mathsf T}=N^{\mathsf T}A^{\mathsf T}N=H,$$
so the entries above the first superdiagonal vanish too.

The theorem needs only an upper Hessenberg `T`, which includes the usual tridiagonal case. Its index `j : Fin k` appears as `j.castSucc` for $j$ and `j.succ` for $j+1$ among the $k+1$ vectors. The condition `hd` says that each vector before the last adds a new direction to the span of its predecessors. The last vector may be linearly dependent on the others, in which case $R_{kk}=0$ and $n_k$ is an additional direction outside their span. In the proof, `hlow` combines (a) and (b), `hz` gives the lower zeros and `hS` gives the symmetry.

```lean
/-- For symmetric `A`, a Lanczos relation with upper Hessenberg `T`, and `V = N R` with `N`
orthonormal and `R` upper triangular with nonzero diagonal (the last entry is free), `Nᵀ A N` is
tridiagonal and its subdiagonal is that of `T` times a ratio of neighbouring diagonal
entries of `R`. -/
theorem projection_tridiagonal (hA : A.IsSymm) (hL : LanczosRelation A V T β q)
    (hV : V = N * R) (hN : Nᵀ * N = 1) (hR : UpperTriangular R) (hT : UpperHessenberg T)
    (hd : ∀ j, j < Fin.last k → R j j ≠ 0) :
    Tridiagonal (Nᵀ * A * N) ∧ ∀ j : Fin k, (Nᵀ * A * N) j.succ j.castSucc =
      T j.succ j.castSucc * R j.succ j.succ / R j.castSucc j.castSucc := by
  have hlow := lower_entries (H := Nᵀ * A * N) hR hT hd (fun i c hc =>
    projected_relation hL hV hN i (lt_of_lt_of_le hc (Fin.le_last i)).ne)
  have hS : (Nᵀ * A * N)ᵀ = Nᵀ * A * N := by
    rw [transpose_mul, transpose_mul, transpose_transpose, hA.eq, Matrix.mul_assoc]
  have hz : ∀ i j : Fin (k + 1), j.val + 1 < i.val → (Nᵀ * A * N) i j = 0 := by
    intro i j hij
    have hji : j < i := Fin.lt_def.mpr (by omega)
    have h := hlow j i hji
    rw [hT i j hij, mul_zero] at h
    exact (mul_eq_zero.mp h).resolve_right (hd j (lt_of_lt_of_le hji (Fin.le_last i)))
  refine ⟨fun i j hij => ?_, fun j => ?_⟩
  · rcases hij with h | h
    · exact hz i j h
    · -- the upper half follows from symmetry
      rw [← hS, transpose_apply]
      exact hz j i h
  · have h := hlow j.castSucc j.succ (by simp [Fin.lt_def])
    rw [eq_div_iff (hd _ (Fin.castSucc_lt_last j))]
    linear_combination h
```

## (d) What unit length says about $R$

**Task.** If all columns of $V$ have unit length, show that
$$R_{jj}^2=1-\sum_{i<j}R_{ij}^2.$$

**Solution.** The Gram matrix is
$$V^{\mathsf T}V=R^{\mathsf T}N^{\mathsf T}NR=R^{\mathsf T}R.$$
Its $j$th diagonal entry is $1=\sum_iR_{ij}^2$. Terms with $i>j$ vanish, which leaves $1=R_{jj}^2+\sum_{i<j}R_{ij}^2$.

Lean writes unit length as `∑ i, V i j ^ 2 = 1`, and `Finset.Iio j` is the set of indices below $j$. The step `h` is the Gram identity, and `hs` discards the terms below the diagonal. Only the square of $R_{jj}$ is determined; no sign convention is imposed.

```lean
/-- If `V = N R` has unit columns, `N` is orthonormal and `R` upper triangular, each squared
diagonal entry of `R` is one minus the sum of the squared entries above it. -/
theorem diag_sq (hV : V = N * R) (hN : Nᵀ * N = 1) (hR : UpperTriangular R)
    (hu : ∀ j, ∑ i, V i j ^ 2 = 1) (j : Fin (k + 1)) :
    R j j ^ 2 = 1 - ∑ i ∈ Finset.Iio j, R i j ^ 2 := by
  have h : Vᵀ * V = Rᵀ * R := by
    rw [hV, transpose_mul, Matrix.mul_assoc, ← Matrix.mul_assoc Nᵀ, hN, Matrix.one_mul]
  have h2 := congrFun (congrFun h j) j
  simp only [Matrix.mul_apply, transpose_apply, ← pow_two] at h2
  rw [hu j] at h2
  have hs : ∑ i ∈ insert j (Finset.Iio j), R i j ^ 2 = ∑ i, R i j ^ 2 := by
    refine Finset.sum_subset (Finset.subset_univ _) (fun i _ hi => ?_)
    simp only [Finset.mem_insert, Finset.mem_Iio, not_or, not_lt] at hi
    rw [hR i j (lt_of_le_of_ne hi.2 (Ne.symm hi.1))]
    norm_num
  rw [Finset.sum_insert (by simp)] at hs
  linarith
```

## (e) Overlaps in the squared subdiagonal

**Task.** Combine (c) and (d) to show that for $0\le j<k$,
$$H_{j+1,j}^2=T_{j+1,j}^2\,
\frac{1-\sum_{i<j+1}R_{i,j+1}^2}{1-\sum_{i<j}R_{ij}^2}.$$

**Solution.** Square the formula from (c), then replace $R_{j+1,j+1}^2$ and $R_{jj}^2$ by the expressions from (d). The denominator is $R_{jj}^2$, which is nonzero because $j<k$. The Lean proof makes the same substitutions in one rewrite.

At fixed $T$, the overlaps occur only as squares. If both sums are at most $\eta^2<1$, the fraction lies between $1-\eta^2$ and $1/(1-\eta^2)$. Overlaps of total size $10^{-8}$ therefore change the squared subdiagonal by a relative amount of about $10^{-16}$ at most.

With a single vector, $k=0$, there is no subdiagonal. With two vectors, $k=1$, the formula becomes
$$H_{10}^2=T_{10}^2(1-R_{01}^2).$$
Orthogonal vectors give $|H_{10}|=|T_{10}|$. Parallel vectors give $H_{10}=0$: the first column of the recurrence then makes $v_0$ an eigenvector of $A$.

```lean
/-- If moreover the columns of `V` are unit vectors, each squared subdiagonal entry of `Nᵀ A N` is
that of `T` times a ratio whose numerator and denominator are each one minus a sum of squared
overlaps in `R`. The other hypotheses are those of `projection_tridiagonal`. -/
theorem subdiagonal_sq (hA : A.IsSymm) (hL : LanczosRelation A V T β q)
    (hV : V = N * R) (hN : Nᵀ * N = 1) (hR : UpperTriangular R) (hT : UpperHessenberg T)
    (hd : ∀ j, j < Fin.last k → R j j ≠ 0) (hu : ∀ j, ∑ i, V i j ^ 2 = 1) (j : Fin k) :
    (Nᵀ * A * N) j.succ j.castSucc ^ 2 =
      T j.succ j.castSucc ^ 2 * (1 - ∑ i ∈ Finset.Iio j.succ, R i j.succ ^ 2) /
        (1 - ∑ i ∈ Finset.Iio j.castSucc, R i j.castSucc ^ 2) := by
  rw [(projection_tridiagonal hA hL hV hN hR hT hd).2 j, ← diag_sq hV hN hR hu j.succ,
    ← diag_sq hV hN hR hu j.castSucc, div_pow, mul_pow]
```

## (f) A three-level instance with overlap $3/5$

The instance uses the following Hamiltonian, vectors and recurrence coefficients.

```lean
/-- A symmetric three-level Hamiltonian. -/
noncomputable def exA : Matrix (Fin 3) (Fin 3) ℝ := !![3, 4, 0; 4, -3, 5; 0, 5, 0]

/-- Three unit Lanczos vectors, the first two with overlap `3/5`. -/
noncomputable def exV : Matrix (Fin 3) (Fin 3) ℝ := !![1, 3/5, 0; 0, 4/5, 0; 0, 0, 1]

/-- A symmetric tridiagonal Lanczos matrix. -/
noncomputable def exT : Matrix (Fin 3) (Fin 3) ℝ := !![0, 5, 0; 5, 0, 4; 0, 4, 0]
```

**Task.** Take $N=1$, $R=V$, $\beta=3$ and $q=(-4/5,\,3/5,\,0)^{\mathsf T}$. Verify that all hypotheses of (e) are met, in particular
$$AV-VT=3\,q\,e_2^{\mathsf T}.$$

**Solution.** The columns of $V$ are $v_0=(1,0,0)^{\mathsf T}$, $v_1=(3/5,4/5,0)^{\mathsf T}$ and $v_2=(0,0,1)^{\mathsf T}$. They have unit length, and $v_0^{\mathsf T}v_1=3/5$. The first two columns of the recurrence are
$$Av_0=(3,4,0)^{\mathsf T}=5v_1,\qquad
Av_1=(5,0,4)^{\mathsf T}=5v_0+4v_2.$$
In the last column,
$$Av_2-4v_1=(0,5,0)^{\mathsf T}-(12/5,\,16/5,\,0)^{\mathsf T}
=(-12/5,\,9/5,\,0)^{\mathsf T}=3q.$$
The matrix $A$ is symmetric, $V$ is upper triangular with diagonal $1,4/5,1$, and $T$ is tridiagonal, hence upper Hessenberg.

Since $N=1$, the projection is $H=A$, and its subdiagonal can be compared with (c):
$$H_{10}=\frac{5\cdot 4/5}{1}=4,\qquad H_{21}=\frac{4\cdot 1}{4/5}=5.$$

The diagonal behaves differently. For $k\ge1$, column $0$ of (a) gives
$$H_{00}=T_{00}+\frac{T_{10}R_{01}}{R_{00}},$$
which is linear in the overlap $R_{01}$. Here it yields $0+5\cdot3/5=3$. At fixed $T$ this dependence is linear and that of the subdiagonal is quadratic, so a small overlap between $v_0$ and $v_1$ can disturb $H_{00}$ much more than the subdiagonal. The usual Lanczos step avoids this: it sets $T_{00}=v_0^{\mathsf T}Av_0=H_{00}$, and the formula then gives $R_{01}=0$ whenever $T_{10}\ne0$. The matrix $T$ of this instance, with $T_{00}=0$, is not obtained in that way. This diagonal formula and the numerical estimate in (e) are supported by the prose argument alone.

The Lean theorem verifies the list of hypotheses, so the conditions in (e) do admit non-orthogonal vectors. Its proof checks the finitely many entries of each matrix with `fin_cases` and evaluates them with `simp` and `norm_num`.

```lean
/-- The matrices `exA`, `exV`, `exT` with `N = 1`, `R = exV` and `β = 3` meet all hypotheses
of `subdiagonal_sq`. -/
theorem subdiagonal_sq_witness :
    exA.IsSymm ∧ LanczosRelation (k := 2) exA exV exT 3 ![-4/5, 3/5, 0] ∧
    exV = 1 * exV ∧ (1 : Matrix (Fin 3) (Fin 3) ℝ)ᵀ * 1 = 1 ∧
    UpperTriangular exV ∧ UpperHessenberg exT ∧ (∀ j, exV j j ≠ 0) ∧
    ∀ j, ∑ i, exV i j ^ 2 = 1 := by
  refine ⟨?_, ?_, (Matrix.one_mul _).symm, by simp, ?_, ?_, ?_, ?_⟩
  · unfold Matrix.IsSymm
    ext i j
    fin_cases i <;> fin_cases j <;> simp [exA]
  · unfold LanczosRelation
    ext i j
    -- take entries of the residual before evaluating the matrices
    rw [Matrix.add_apply, Matrix.smul_apply, vecMulVec_apply, Pi.single_apply]
    fin_cases i <;> fin_cases j <;>
      simp [exA, exV, exT, Matrix.mul_apply, Fin.sum_univ_succ, Fin.ext_iff] <;> norm_num
  · unfold UpperTriangular exV
    intro i j
    fin_cases i <;> fin_cases j <;> simp
  · unfold UpperHessenberg exT
    intro i j
    fin_cases i <;> fin_cases j <;> simp
  · intro j
    fin_cases j <;> simp [exV]
  · intro j
    fin_cases j <;> simp [exV, Fin.sum_univ_succ]
    norm_num

end LanczosSemiorthogonal
```

```lean
#print axioms LanczosSemiorthogonal.projected_relation
#print axioms LanczosSemiorthogonal.subdiagonal_sq
```

```
'LanczosSemiorthogonal.projected_relation' depends on axioms: [propext, Classical.choice, Quot.sound]
'LanczosSemiorthogonal.subdiagonal_sq' depends on axioms: [propext, Classical.choice, Quot.sound]
```
